# On a ring of N sites, l1 minimisation recovers an s-site signal with w missing Fourier amplitudes if 2sw < N

A signal on a periodic ring is to be reconstructed from its Fourier amplitudes, some of which were never measured. The model treats the gap as a fixed set W of wave numbers and the data as exact: a candidate g is compatible with the true signal f when their amplitudes are equal at every k outside W. Many candidates are compatible in general. If f vanishes outside a set S of sites, and 2|S||W| < N, then f has the smallest sum of moduli among them, and every other candidate has a strictly larger one.

As an idealised example, f can be a line spectrum whose lines all lie on a finite periodic frequency grid and k the index of a time sample, so that W lists lost samples of a noise-free time series. Real data can depart from this model in several ways. With noise, measured amplitudes agree with those of f only approximately, whereas the hypotheses demand equality. A line that falls between grid frequencies spreads over many grid points, so that f is no longer exactly sparse.

## Signals and amplitudes on the ring

The sites are the integers modulo N, with N ≥ 1, which builds in the Born-von Karman condition. Wave numbers are also integers modulo N; with lattice spacing b, the label k stands for the physical wave vector 2πk/(Nb), up to multiples of 2π/b.

In Lean 4 with Mathlib:

```lean
import Mathlib

open Finset

namespace SparseRecovery

variable {N : ℕ} [NeZero N]
```

Write χ(j) = exp(2πij/N) for the elementary phase. The amplitude of f at k is

f̂(k) = Σ_x χ(−kx) f(x).

```lean
/-- The Fourier amplitude of a signal `f` on a ring of `N` sites at wave number `k`,
without a normalising factor. -/
noncomputable def waveAmp (f : ZMod N → ℂ) (k : ZMod N) : ℂ :=
  ∑ x, ZMod.stdAddChar (-(k * x)) * f x
```

`ZMod.stdAddChar` is χ, and `waveAmp f k` is f̂(k). There is no prefactor; the unitary convention would divide every amplitude by √N, which leaves the compatibility condition unchanged.

The quantity to be minimised is

‖f‖₁ = Σ_x |f(x)|.

```lean
/-- The l1 norm of a signal: the sum of its moduli over all sites. -/
noncomputable def l1 (f : ZMod N → ℂ) : ℝ := ∑ x, ‖f x‖
```

Signals are arbitrary complex functions, so neither reality nor positivity is assumed.

## Plane waves are orthogonal and bounded

Insert the definition of f̂ and exchange the sums:

Σ_k χ(kx) f̂(k) = Σ_y [Σ_k χ(k(x−y))] f(y).

For y = x the bracket is N. Otherwise ω = χ(x−y) differs from 1 while ω^N = 1, so the geometric sum (ω^N − 1)/(ω − 1) vanishes. Hence

Σ_k χ(kx) f̂(k) = N f(x).

```lean
/-- Fourier inversion: summing the plane waves with their amplitudes returns `N` times
the signal. -/
theorem fourier_inversion (f : ZMod N → ℂ) (x : ZMod N) :
    ∑ k, ZMod.stdAddChar (k * x) * waveAmp f k = N * f x := by
  calc ∑ k, ZMod.stdAddChar (k * x) * waveAmp f k
      = ∑ k, ∑ y, ZMod.stdAddChar (k * (x - y)) * f y := by
        refine sum_congr rfl fun k _ => ?_
        rw [waveAmp, mul_sum]
        refine sum_congr rfl fun y _ => ?_
        have e : k * (x - y) = k * x + -(k * y) := by ring
        rw [e, AddChar.map_add_eq_mul, mul_assoc]
    _ = ∑ y, (∑ k, ZMod.stdAddChar (k * (x - y))) * f y := by
        rw [sum_comm]
        simp only [sum_mul]
    _ = ∑ y, (if y = x then (N : ℂ) else 0) * f y := by
        -- orthogonality of the plane waves
        refine sum_congr rfl fun y _ => ?_
        rw [AddChar.sum_mulShift (x - y) (ZMod.isPrimitive_stdAddChar N)]
        by_cases h : y = x
        · simp [h, ZMod.card]
        · simp [h, sub_eq_zero, Ne.symm h]
    _ = N * f x := by simp
```

The `calc` block has the same stages: combine the phases, exchange the sums, evaluate the bracket, and keep the one surviving term. Mathlib's `AddChar.sum_mulShift` supplies the value of the bracket.

Each phase lies on the unit circle:

|χ(j)| = 1.

```lean
/-- A plane wave has modulus one at every site. -/
theorem norm_wave (x : ZMod N) : ‖(ZMod.stdAddChar x : ℂ)‖ = 1 := by
  rw [ZMod.stdAddChar_apply, Circle.norm_coe]
```

The triangle inequality then bounds every amplitude:

|f̂(k)| ≤ Σ_x |χ(−kx)| |f(x)| = ‖f‖₁.

```lean
/-- No Fourier amplitude exceeds the l1 norm of the signal. -/
theorem norm_waveAmp_le (f : ZMod N → ℂ) (k : ZMod N) : ‖waveAmp f k‖ ≤ l1 f := by
  unfold waveAmp l1
  refine norm_sum_le_of_le _ fun y _ => ?_
  rw [norm_mul, norm_wave, one_mul]
```

In the unitary convention the right-hand side would be ‖f‖₁/√N.

## A signal with few wave numbers is spread out

Let h have amplitudes only in W. The inversion sum then runs over W alone, and each of its terms is at most ‖h‖₁ in modulus:

N|h(x)| = |Σ_{k∈W} χ(kx) ĥ(k)| ≤ |W| ‖h‖₁.

```lean
/-- If the amplitudes of a signal vanish off `W`, then at each site its modulus is at most the
fraction `card W / N` of its l1 norm. -/
theorem peak_bound (h : ZMod N → ℂ) (W : Finset (ZMod N))
    (hW : ∀ k ∉ W, waveAmp h k = 0) (x : ZMod N) :
    (N : ℝ) * ‖h x‖ ≤ W.card * l1 h := by
  have hs : ∑ k ∈ W, ZMod.stdAddChar (k * x) * waveAmp h k
      = ∑ k, ZMod.stdAddChar (k * x) * waveAmp h k :=
    sum_subset (subset_univ W) fun k _ hk => by rw [hW k hk, mul_zero]
  calc (N : ℝ) * ‖h x‖ = ‖∑ k ∈ W, ZMod.stdAddChar (k * x) * waveAmp h k‖ := by
        rw [hs, fourier_inversion, norm_mul, Complex.norm_natCast]
    _ ≤ ∑ k ∈ W, l1 h := norm_sum_le_of_le W fun k _ => by
        rw [norm_mul, norm_wave, one_mul]
        exact norm_waveAmp_le h k
    _ = W.card * l1 h := by rw [sum_const, nsmul_eq_mul]
```

The hypothesis `hW` says that ĥ vanishes off W. The auxiliary equation `hs` restricts the inversion sum to W, and the `calc` block is the displayed chain.

The same bound gives a neighbouring result, an uncertainty relation. Let h be nonzero, with amplitudes only in W, and let T be the set of sites where it is nonzero. Summing the bound over T gives N‖h‖₁ ≤ |T||W| ‖h‖₁, hence |T||W| ≥ N. This corollary is argued here in prose, from `peak_bound`.

## The cost of moving away from f

Let f and g be compatible, with no sparsity assumed yet, and put d = g − f. By linearity d̂ vanishes off W, so summing the previous bound over S gives

N Σ_{x∈S} |d(x)| ≤ |S||W| ‖d‖₁.

The triangle inequality is used in one direction on S and in the other on its complement Sᶜ:

|f(x)| ≤ |g(x)| + |d(x)| for x in S,

|d(x)| ≤ |g(x)| + |f(x)| for x in Sᶜ.

Sum both over their sites and add them. Writing the sum of |f| over S as ‖f‖₁ minus its sum over Sᶜ, and the sum of |d| over Sᶜ as ‖d‖₁ minus its sum over S, one finds

‖d‖₁ − 2 Σ_{x∈S} |d(x)| ≤ ‖g‖₁ − ‖f‖₁ + 2 Σ_{x∈Sᶜ} |f(x)|.

Multiply by N and insert the bound on the sum over S:

(N − 2|S||W|) ‖g − f‖₁ ≤ N(‖g‖₁ − ‖f‖₁ + 2 Σ_{x∈Sᶜ} |f(x)|).

```lean
/-- Stability estimate: if `g` and `f` have the same amplitudes off `W`, their l1 distance,
weighted by `N - 2 card S card W`, is controlled by the excess l1 norm of `g` and the part
of `f` outside `S`. -/
theorem l1_stability (f g : ZMod N → ℂ) (S W : Finset (ZMod N))
    (hW : ∀ k ∉ W, waveAmp g k = waveAmp f k) :
    ((N : ℝ) - 2 * S.card * W.card) * l1 (g - f)
      ≤ N * (l1 g - l1 f + 2 * ∑ x ∈ Sᶜ, ‖f x‖) := by
  have hd : ∀ k ∉ W, waveAmp (g - f) k = 0 := fun k hk => by
    have e : waveAmp (g - f) k = waveAmp g k - waveAmp f k := by
      simp [waveAmp, mul_sub, sum_sub_distrib]
    rw [e, hW k hk, sub_self]
  -- bound the weight of the difference on `S`
  have hS := sum_le_card_nsmul S (fun x => (N : ℝ) * ‖(g - f) x‖) _
    fun x _ => peak_bound (g - f) W hd x
  rw [nsmul_eq_mul, ← mul_sum] at hS
  -- triangle inequality, used in opposite directions on `S` and on its complement
  have h1 : ∑ x ∈ S, ‖f x‖ ≤ ∑ x ∈ S, ‖g x‖ + ∑ x ∈ S, ‖(g - f) x‖ := by
    rw [← sum_add_distrib]
    refine sum_le_sum fun x _ => ?_
    have t := norm_sub_le (g x) (g x - f x)
    rw [sub_sub_cancel] at t
    exact t
  have h2 : ∑ x ∈ Sᶜ, ‖(g - f) x‖ ≤ ∑ x ∈ Sᶜ, ‖g x‖ + ∑ x ∈ Sᶜ, ‖f x‖ := by
    rw [← sum_add_distrib]
    exact sum_le_sum fun x _ => norm_sub_le (g x) (f x)
  have ef : ∑ x ∈ S, ‖f x‖ + ∑ x ∈ Sᶜ, ‖f x‖ = l1 f := sum_add_sum_compl S _
  have eg : ∑ x ∈ S, ‖g x‖ + ∑ x ∈ Sᶜ, ‖g x‖ = l1 g := sum_add_sum_compl S _
  have ed : ∑ x ∈ S, ‖(g - f) x‖ + ∑ x ∈ Sᶜ, ‖(g - f) x‖ = l1 (g - f) :=
    sum_add_sum_compl S _
  have key : l1 (g - f) - 2 * ∑ x ∈ S, ‖(g - f) x‖
      ≤ l1 g - l1 f + 2 * ∑ x ∈ Sᶜ, ‖f x‖ := by linarith
  have hN := mul_le_mul_of_nonneg_left key (Nat.cast_nonneg N : (0 : ℝ) ≤ N)
  linarith
```

In the proof, `hd` is the linearity step, the local `hS` is the bound on S, and `h1` and `h2` are the two summed triangle inequalities. The equations `ef`, `eg` and `ed` split the three norms, `key` is the inequality before multiplication by N, and the last `linarith` combines it with `hS`.

The estimate also applies to signals that are only approximately sparse. When 2|S||W| < N and ‖g‖₁ ≤ ‖f‖₁, the distance ‖g − f‖₁ is at most 2N/(N − 2|S||W|) times the weight of f outside S.

## Every other compatible signal has a larger norm

Now let f vanish outside S, so that the last sum is zero. If g ≠ f, then ‖g − f‖₁ > 0, and with 2|S||W| < N

0 < (N − 2|S||W|) ‖g − f‖₁ ≤ N(‖g‖₁ − ‖f‖₁).

Dividing by N gives ‖f‖₁ < ‖g‖₁.

```lean
/-- Let `f` be supported on `S` and let `2 card S card W < N`. Every other signal with the same
amplitudes off the unmeasured set `W` has a strictly larger l1 norm. -/
theorem l1_lt_of_same_data (f g : ZMod N → ℂ) (S W : Finset (ZMod N))
    (hS : ∀ x ∉ S, f x = 0) (hcard : 2 * S.card * W.card < N)
    (hW : ∀ k ∉ W, waveAmp g k = waveAmp f k) (hne : g ≠ f) :
    l1 f < l1 g := by
  have gap := l1_stability f g S W hW
  have h0 : ∑ x ∈ Sᶜ, ‖f x‖ = 0 :=
    sum_eq_zero fun x hx => by rw [hS x (mem_compl.mp hx), norm_zero]
  rw [h0, mul_zero, add_zero] at gap
  have hpos : 0 < l1 (g - f) := by
    obtain ⟨x, hx⟩ := Function.ne_iff.mp hne
    exact sum_pos' (fun _ _ => norm_nonneg _)
      ⟨x, mem_univ x, norm_pos_iff.mpr (sub_ne_zero.mpr hx)⟩
  have hc : (2 * S.card * W.card : ℝ) < N := by exact_mod_cast hcard
  have hN : (0 : ℝ) < N := Nat.cast_pos.mpr (NeZero.pos N)
  have hprod := (mul_pos (sub_pos.mpr hc) hpos).trans_le gap
  exact sub_pos.mp ((mul_pos_iff_of_pos_left hN).mp hprod)
```

Here `hS` is the support condition, `hcard` the counting condition, `hW` the agreement of the data and `hne` the statement that g differs from f. S need only contain the support of f, and its position on the ring is not an input to the minimisation. The condition is sufficient for every W of the given size, but not necessary for a particular W. For a signal on a single site it asks that fewer than half of the amplitudes be missing, whereas the amplitudes at k = 0 and k = 1 alone already make such a signal the unique minimiser.

In the proof `h0` removes the sum outside S, `hpos` finds a site where g and f differ, and `hprod` is the displayed chain.

It follows that f is the unique minimiser. If a compatible g minimises the norm, then ‖g‖₁ ≤ ‖f‖₁, because f is itself compatible; g ≠ f would contradict the strict inequality. Conversely, any compatible u is either f or has a larger norm, so f is a minimiser.

```lean
/-- Recovery by l1 minimisation: if `f` is supported on `S` and `2 card S card W < N`, then a
signal minimises the l1 norm among all signals with the amplitudes of `f` off `W` exactly
when it is `f`. -/
theorem l1_minimiser_iff (f g : ZMod N → ℂ) (S W : Finset (ZMod N))
    (hS : ∀ x ∉ S, f x = 0) (hcard : 2 * S.card * W.card < N) :
    ((∀ k ∉ W, waveAmp g k = waveAmp f k) ∧
      ∀ u : ZMod N → ℂ, (∀ k ∉ W, waveAmp u k = waveAmp f k) → l1 g ≤ l1 u) ↔ g = f := by
  constructor
  · rintro ⟨hg, hmin⟩
    by_contra hne
    exact not_le_of_gt (l1_lt_of_same_data f g S W hS hcard hg hne)
      (hmin f fun _ _ => rfl)
  · intro h
    rw [h]
    refine ⟨fun _ _ => rfl, fun u hu => ?_⟩
    by_cases e : u = f
    · exact (congrArg l1 e).ge
    · exact (l1_lt_of_same_data f u S W hS hcard hu e).le
```

The left side of the equivalence says that g fits the data and that no signal u fitting the data has a smaller norm. The two branches of `constructor` are the two directions just given. The theorem identifies the minimiser and leaves open how to compute it.

## At 2|S||W| = N uniqueness can fail

On an even ring let m = N/2 be the site opposite 0, so that m ≠ 0 and 2m = 0 modulo N. Compare a unit pulse at 0 with a negative unit pulse at m. Since χ(km)² = χ(2km) = 1, each χ(km) is 1 or −1, and it equals 1 only when km = 0. Let W be the set of k with km = 0, which are the even wave numbers. The amplitudes of the two pulses are

1 and −χ(−km),

and these agree when k lies outside W. Both norms are 1. The size of W follows from orthogonality:

0 = Σ_k χ(km) = |W| − (N − |W|) = 2|W| − N.

With S = {0} this gives 2|S||W| = N, and two different compatible signals have equal norms.

```lean
/-- An example with equality: let `m` be a nonzero site with `m + m = 0`, and let `W` hold the wave
numbers with `k * m = 0`. A unit pulse at `0` and a negative unit pulse at `m` agree off `W` and
have equal l1 norms, while `2 card S card W = N` for `S = {0}`. -/
theorem threshold_sharp (m : ZMod N) (hm : m ≠ 0) (hmm : m + m = 0) :
    2 * ({0} : Finset (ZMod N)).card * (univ.filter fun k : ZMod N => k * m = 0).card = N ∧
    (∀ k ∉ (univ.filter fun k : ZMod N => k * m = 0),
      waveAmp (Pi.single m (-1)) k = waveAmp (Pi.single 0 1) k) ∧
    (Pi.single m (-1) : ZMod N → ℂ) ≠ Pi.single 0 1 ∧
    l1 (Pi.single m (-1) : ZMod N → ℂ) = l1 (Pi.single 0 1 : ZMod N → ℂ) := by
  -- off `W` the plane wave changes sign between the two sites
  have hψ : ∀ k : ZMod N, k * m ≠ 0 → (ZMod.stdAddChar (k * m) : ℂ) = -1 := by
    intro k hk
    have hs : (ZMod.stdAddChar (k * m) : ℂ) * ZMod.stdAddChar (k * m) = 1 := by
      rw [← AddChar.map_add_eq_mul, ← mul_add, hmm, mul_zero, AddChar.map_zero_eq_one]
    rcases mul_self_eq_one_iff.mp hs with h | h
    · exact absurd (ZMod.injective_stdAddChar
        (h.trans (AddChar.map_zero_eq_one _).symm)) hk
    · exact h
  have amp : ∀ (a : ZMod N) (c : ℂ) (k : ZMod N),
      waveAmp (Pi.single a c) k = ZMod.stdAddChar (-(k * a)) * c := by
    intro a c k
    simp [waveAmp, Pi.single_apply]
  have nrm : ∀ (a : ZMod N) (c : ℂ), l1 (Pi.single a c : ZMod N → ℂ) = ‖c‖ := by
    intro a c
    rw [l1, sum_eq_single a (fun y _ hy => by rw [Pi.single_eq_of_ne hy, norm_zero])
      (fun h => absurd (mem_univ a) h), Pi.single_eq_same]
  refine ⟨?_, ?_, ?_, ?_⟩
  · -- the plane wave sums to zero, so both signs occur equally often
    have h0 : ∑ k : ZMod N, (ZMod.stdAddChar (k * m) : ℂ) = 0 := by
      rw [AddChar.sum_mulShift m (ZMod.isPrimitive_stdAddChar N)]
      simp [hm]
    have hsum : ∑ k : ZMod N, (ZMod.stdAddChar (k * m) : ℂ)
        = 2 * ((univ.filter fun k : ZMod N => k * m = 0).card : ℂ) - N := by
      calc ∑ k : ZMod N, (ZMod.stdAddChar (k * m) : ℂ)
          = ∑ k : ZMod N, (2 * (if k * m = 0 then (1 : ℂ) else 0) - 1) := by
            refine sum_congr rfl fun k _ => ?_
            by_cases hk : k * m = 0
            · rw [if_pos hk, hk, AddChar.map_zero_eq_one]
              norm_num
            · rw [hψ k hk, if_neg hk]
              norm_num
        _ = _ := by
            rw [sum_sub_distrib, ← mul_sum, sum_boole]
            simp [ZMod.card]
    have hc : 2 * ((univ.filter fun k : ZMod N => k * m = 0).card : ℂ) = N := by
      linear_combination h0 - hsum
    rw [card_singleton, mul_one]
    exact_mod_cast hc
  · intro k hk
    have hk' : k * m ≠ 0 := fun h => hk (mem_filter.mpr ⟨mem_univ k, h⟩)
    rw [amp, amp, AddChar.map_neg_eq_inv, hψ k hk', mul_zero, neg_zero,
      AddChar.map_zero_eq_one]
    norm_num
  · intro h
    have h' := congrFun h 0
    simp [hm.symm] at h'
  · rw [nrm, nrm, norm_neg]

end SparseRecovery
```

`Pi.single a c` is the signal with value c at site a and zero elsewhere. The four conclusions are the count, the agreement off W, the difference of the signals and the equality of their norms. In the proof `hψ` fixes the sign of the phase, `amp` and `nrm` compute the amplitudes and norm of a pulse, and `h0` and `hsum` give the two sides of the counting equation. The example shows that `<` in `hcard` can't be weakened to `≤` on an even ring.

```lean
#print axioms SparseRecovery.l1_minimiser_iff
-- 'SparseRecovery.l1_minimiser_iff' depends on axioms: [propext, Classical.choice, Quot.sound]
#print axioms SparseRecovery.threshold_sharp
-- 'SparseRecovery.threshold_sharp' depends on axioms: [propext, Classical.choice, Quot.sound]
```
